# DIIS locates the stationary point of a nondegenerate quadratic surface in $n$ dimensions from $n+1$ affinely independent geometries

Let a geometry be a vector $x\in\mathbb R^n$, and let the energy be

$$E(x)=E_0+\tfrac12\,(x-z)\cdot A(x-z),$$

where $A$ is a real symmetric $n\times n$ matrix, the Hessian, $z$ is a stationary point and $E_0$ is the energy there. Write $g(x)=A(x-z)$. Given geometries $x_0,\dots,x_n$, direct inversion in the iterative subspace (DIIS) looks for real weights $c_0,\dots,c_n$ with $\sum_i c_i=1$ that minimize the residual

$$r(c)=\Big\|\sum_i c_i\,g(x_i)\Big\|$$

in the Euclidean norm. This is the variant that takes the gradients themselves as error vectors; others use, for example, estimated steps to the stationary point. Negative weights are allowed. The extrapolated geometry is $\sum_i c_i x_i$.

The claim is that if $A$ is invertible and the points are affinely independent, the DIIS weights exist, are unique, and give $\sum_i c_i x_i=z$. The signs of the eigenvalues of $A$ play no role. In geometry optimization this means that, on an exactly quadratic surface, a vanishing DIIS residual does not distinguish a minimum from a saddle point.

Invertibility says that no nonzero displacement from $z$ leaves the gradient zero. For an isolated molecule in Cartesian coordinates it fails, because overall translations cost no energy; the theorem applies only once such modes have been removed.

## From zero residual to the stationary point

**The gradient.** Move from $x$ along a direction $v$ by an amount $t$. Expanding the quadratic form gives

$$E(x+tv)=E(x)+\tfrac t2\big[(x-z)\cdot Av+v\cdot A(x-z)\big]+\tfrac{t^2}{2}\,v\cdot Av .$$

Since $A$ is symmetric, both terms in the bracket equal $g(x)\cdot v$. The derivative at $t=0$ is therefore $g(x)\cdot v$, so $g$ is the gradient of $E$.

**Weighted gradients.** If $\sum_i c_i=1$, then

$$\sum_i c_i\,A(x_i-z)=A\Big(\sum_i c_i x_i-z\Big)=g\Big(\sum_i c_i x_i\Big).$$

The residual is thus the gradient norm at the extrapolated geometry. Since $A$ is invertible, it vanishes exactly when that geometry is $z$.

**Existence and uniqueness.** Affine independence means that the $n$ differences $x_i-x_0$, $i=1,\dots,n$, are linearly independent, so they form a basis of $\mathbb R^n$. Hence $z-x_0=\sum_{i=1}^n w_i(x_i-x_0)$ with unique coefficients. Setting $w_0=1-\sum_{i=1}^n w_i$ gives the only weights with sum one that represent $z$. They have $r(w)=0$, the smallest value a norm can take, so $w$ is a minimizer. Any other minimizer $c$ satisfies $r(c)\le r(w)=0$, so it also represents $z$, and therefore $c=w$.

**Saddles.** From $z$ the energy changes by $\tfrac{t^2}{2}\,u\cdot Au$ along $u$. If $u\cdot Au<0<v\cdot Av$, it falls along $u$ and rises along $v$, in both senses of each direction.

**The converse.** Take any finite family of points and any $A$, and suppose that the DIIS weights $c$ are unique. Let $\sum_i w_i=0$ and $\sum_i w_i x_i=0$. Then $c+w$ has sum one and gives the same extrapolated geometry, hence the same residual. It is a minimizer too, so $w=0$, and the points are affinely independent.

## The surface and the DIIS condition in Lean

Geometries have type `Fin n → ℝ`. The index type `ι` is an arbitrary finite set of labels; the main theorem specializes it to `Fin (n + 1)`, whose elements are $0,\dots,n$.

```lean
import Mathlib

open Matrix

namespace GeometryDIIS

noncomputable section

variable {n : ℕ} {ι : Type*} [Fintype ι]
```

In the energy, `*ᵥ` is the matrix-vector product and `⬝ᵥ` the dot product.

```lean
/-- The quadratic energy surface with matrix `A`, stationary point `z` and energy `E₀` at `z`. If
`A` is symmetric, it is the Hessian. -/
def energy (E₀ : ℝ) (A : Matrix (Fin n) (Fin n) ℝ) (z x : Fin n → ℝ) : ℝ :=
  E₀ + 1 / 2 * ((x - z) ⬝ᵥ A *ᵥ (x - z))
```

The gradient is defined by its formula. Its relation to the energy is proved below, for symmetric `A`.

```lean
/-- The vector `A (x - z)`, which for symmetric `A` is the energy gradient at the geometry `x`. -/
def grad (A : Matrix (Fin n) (Fin n) ℝ) (z x : Fin n → ℝ) : Fin n → ℝ :=
  A *ᵥ (x - z)
```

Lean's default norm on `Fin n → ℝ` is the largest absolute component. `WithLp.toLp 2` selects the Euclidean norm instead.

```lean
/-- The Euclidean norm of the weighted sum of the gradients at the points `x i`. -/
def residual (A : Matrix (Fin n) (Fin n) ℝ) (z : Fin n → ℝ) (x : ι → Fin n → ℝ)
    (c : ι → ℝ) : ℝ :=
  ‖WithLp.toLp 2 (∑ i, c i • grad A z (x i))‖
```

`IsDIIS` states the constrained minimization. It describes the minimizer and says nothing about the algorithm that computes it or about rounding errors.

```lean
/-- DIIS weights sum to one and minimize the norm of the weighted gradient among all
weights that sum to one. -/
def IsDIIS (A : Matrix (Fin n) (Fin n) ℝ) (z : Fin n → ℝ) (x : ι → Fin n → ℝ)
    (c : ι → ℝ) : Prop :=
  ∑ i, c i = 1 ∧ ∀ d : ι → ℝ, ∑ i, d i = 1 → residual A z x c ≤ residual A z x d
```

## The gradient and the weighted point

`energy_line` is the expansion along a line. The facts `h1` and `h2` identify the two cross terms with $g(x)\cdot v$, and `linear_combination` collects them with the factors $t/2$.

```lean
/-- For a symmetric Hessian, the energy along a line is a polynomial of degree at most two whose
linear coefficient is the component of the gradient along the line. -/
theorem energy_line (E₀ : ℝ) {A : Matrix (Fin n) (Fin n) ℝ} (hA : A.IsSymm)
    (z x v : Fin n → ℝ) (t : ℝ) :
    energy E₀ A z (x + t • v) =
      energy E₀ A z x + t * (grad A z x ⬝ᵥ v) + t ^ 2 / 2 * (v ⬝ᵥ A *ᵥ v) := by
  have h : x + t • v - z = (x - z) + t • v := by abel
  -- symmetry makes the two cross terms equal
  have h1 : (x - z) ⬝ᵥ A *ᵥ v = (A *ᵥ (x - z)) ⬝ᵥ v := by
    rw [Matrix.dotProduct_mulVec, ← Matrix.mulVec_transpose, hA.eq]
  have h2 : v ⬝ᵥ A *ᵥ (x - z) = (A *ᵥ (x - z)) ⬝ᵥ v := dotProduct_comm _ _
  unfold energy grad
  rw [h]
  simp only [Matrix.mulVec_add, Matrix.mulVec_smul, add_dotProduct, dotProduct_add,
    smul_dotProduct, dotProduct_smul, smul_eq_mul]
  linear_combination (t / 2) * h1 + (t / 2) * h2
```

The next theorem differentiates that polynomial at $t=0$, for every direction `v`. These two theorems are the only ones that assume `A.IsSymm`.

```lean
/-- For a symmetric Hessian, the derivative of the energy in any direction `v` is the
dot product of `A (x - z)` with `v`. -/
theorem energy_hasDerivAt (E₀ : ℝ) {A : Matrix (Fin n) (Fin n) ℝ} (hA : A.IsSymm)
    (z x v : Fin n → ℝ) :
    HasDerivAt (fun t : ℝ => energy E₀ A z (x + t • v)) (grad A z x ⬝ᵥ v) 0 := by
  have e : (fun t : ℝ => energy E₀ A z (x + t • v)) = fun t : ℝ =>
      energy E₀ A z x + t * (grad A z x ⬝ᵥ v) + t ^ 2 / 2 * (v ⬝ᵥ A *ᵥ v) :=
    funext fun t => energy_line E₀ hA z x v t
  rw [e]
  have h1 := ((hasDerivAt_id' (0 : ℝ)).mul_const (grad A z x ⬝ᵥ v)).const_add
    (energy E₀ A z x)
  have h2 := ((hasDerivAt_pow 2 (0 : ℝ)).div_const 2).mul_const (v ⬝ᵥ A *ᵥ v)
  exact (h1.fun_add h2).congr_deriv (by simp)
```

In `weighted_grad`, the constraint $\sum_i c_i=1$ lets $z$ be moved inside the sum (`h`), and linearity of $A$ does the rest (`h2`).

```lean
/-- For weights that sum to one, the weighted gradient is the gradient at the weighted point. -/
theorem weighted_grad (A : Matrix (Fin n) (Fin n) ℝ) (z : Fin n → ℝ) (x : ι → Fin n → ℝ)
    {c : ι → ℝ} (hc : ∑ i, c i = 1) :
    ∑ i, c i • grad A z (x i) = grad A z (∑ i, c i • x i) := by
  have h : ∑ i, c i • x i - z = ∑ i, c i • (x i - z) := by
    simp only [smul_sub, Finset.sum_sub_distrib, ← Finset.sum_smul, hc, one_smul]
  have h2 := map_sum A.mulVecLin (fun i => c i • (x i - z)) Finset.univ
  simp only [Matrix.mulVecLin_apply, Matrix.mulVec_smul] at h2
  unfold grad
  rw [h]
  exact h2.symm
```

Invertibility is expressed as `IsUnit A.det`, meaning a nonzero determinant. Multiplying $A(y-z)=0$ by $A^{-1}$ gives $y=z$.

```lean
/-- For an invertible Hessian, the gradient vanishes at `z` and nowhere else. -/
theorem grad_eq_zero_iff {A : Matrix (Fin n) (Fin n) ℝ} (hA : IsUnit A.det)
    (z y : Fin n → ℝ) : grad A z y = 0 ↔ y = z := by
  constructor
  · intro h
    have h1 : A⁻¹ *ᵥ (A *ᵥ (y - z)) = y - z := by
      rw [Matrix.mulVec_mulVec, Matrix.nonsing_inv_mul A hA, Matrix.one_mulVec]
    unfold grad at h
    rw [h, Matrix.mulVec_zero] at h1
    exact sub_eq_zero.mp h1.symm
  · rintro rfl
    simp [grad]
```

## Exactness for any signature

The first part of `diis_exact` says that exactly one weight vector satisfies `IsDIIS`; the second says that every such vector represents `z`. The result concerns exact gradients on a quadratic surface and a full set of $n+1$ points, so it does not cover anharmonic surfaces or the shorter histories of large systems.

The proof follows the derivation. `hspan` obtains from affine independence and the number of points that they span the whole space, which yields the weights `w` for `z`. `hw0` shows that their residual is zero, and `key` shows that every minimizer represents `z`. The last step uses affine independence to identify any minimizer with `w`.

```lean
/-- For an invertible Hessian of any signature and `n + 1` affinely independent points, the DIIS
weights exist and are unique, and the same weighted sum of the points is `z`. -/
theorem diis_exact {A : Matrix (Fin n) (Fin n) ℝ} (hA : IsUnit A.det) (z : Fin n → ℝ)
    {x : Fin (n + 1) → Fin n → ℝ} (hx : AffineIndependent ℝ x) :
    (∃! c, IsDIIS A z x c) ∧ ∀ c, IsDIIS A z x c → ∑ i, c i • x i = z := by
  -- the points span the whole space, so z is a weighted sum of them
  have hspan : affineSpan ℝ (Set.range x) = ⊤ := by
    rw [hx.affineSpan_eq_top_iff_card_eq_finrank_add_one]
    simp
  have hz : z ∈ affineSpan ℝ (Set.range x) := by
    rw [hspan]
    exact AffineSubspace.mem_top ℝ _ z
  obtain ⟨w, hw, hwz⟩ := eq_affineCombination_of_mem_affineSpan_of_fintype hz
  rw [Finset.affineCombination_eq_linear_combination _ _ _ hw] at hwz
  -- these weights bring the residual to zero
  have hw0 : residual A z x w = 0 := by
    unfold residual
    rw [weighted_grad A z x hw, (grad_eq_zero_iff hA z _).mpr hwz.symm]
    simp
  -- hence every minimizer has residual zero and represents z
  have key : ∀ c, IsDIIS A z x c → ∑ i, c i • x i = z := by
    intro c hc
    have h0 : residual A z x c = 0 :=
      le_antisymm (hw0 ▸ hc.2 w hw) (norm_nonneg _)
    unfold residual at h0
    rw [weighted_grad A z x hc.1] at h0
    have h1 : grad A z (∑ i, c i • x i) = 0 := by simpa using h0
    exact (grad_eq_zero_iff hA z _).mp h1
  refine ⟨⟨w, ⟨hw, fun d _ => ?_⟩, fun c hc => ?_⟩, key⟩
  · rw [hw0]
    exact norm_nonneg _
  · -- affine independence: z has only one set of weights
    refine (affineIndependent_iff_eq_of_fintype_affineCombination_eq ℝ x).mp hx c w hc.1 hw ?_
    rw [Finset.affineCombination_eq_linear_combination _ _ _ hc.1,
      Finset.affineCombination_eq_linear_combination _ _ _ hw, key c hc, ← hwz]
```

## Saddle points and the converse

The saddle theorem takes one direction of negative and one of positive curvature as hypotheses. It first replaces the extrapolated point by `z`, using `diis_exact`; `hline` then gives the energy change along each direction, for every nonzero `t`.

```lean
/-- Let the Hessian be invertible, with negative curvature along `u` and positive curvature along
`v`, and take `n + 1` affinely independent points. From the point given by the DIIS weights, every
nonzero step along `u` lowers the energy and every nonzero step along `v` raises it. -/
theorem diis_finds_saddle (E₀ : ℝ) {A : Matrix (Fin n) (Fin n) ℝ} (hA : IsUnit A.det)
    (z : Fin n → ℝ) {x : Fin (n + 1) → Fin n → ℝ} (hx : AffineIndependent ℝ x)
    {u v : Fin n → ℝ} (hu : u ⬝ᵥ A *ᵥ u < 0) (hv : 0 < v ⬝ᵥ A *ᵥ v)
    {c : Fin (n + 1) → ℝ} (hc : IsDIIS A z x c) {t : ℝ} (ht : t ≠ 0) :
    energy E₀ A z (∑ i, c i • x i + t • u) < energy E₀ A z (∑ i, c i • x i) ∧
      energy E₀ A z (∑ i, c i • x i) < energy E₀ A z (∑ i, c i • x i + t • v) := by
  rw [(diis_exact hA z hx).2 c hc]
  have hz : energy E₀ A z z = E₀ := by simp [energy]
  have hline : ∀ d : Fin n → ℝ,
      energy E₀ A z (z + t • d) = E₀ + t ^ 2 / 2 * (d ⬝ᵥ A *ᵥ d) := by
    intro d
    simp only [energy, add_sub_cancel_left, Matrix.mulVec_smul, smul_dotProduct,
      dotProduct_smul, smul_eq_mul]
    ring
  have ht2 : 0 < t ^ 2 / 2 := by positivity
  rw [hline u, hline v, hz]
  have h1 := mul_neg_of_pos_of_neg ht2 hu
  have h2 := mul_pos ht2 hv
  constructor <;> linarith
```

The converse needs neither invertibility nor a particular number of points. An affine relation `w` is added to the weights: `hs` checks the sum, `hp` the extrapolated point and `hr` the residual. Uniqueness then gives `c + w = c`, so every component of `w` is zero.

```lean
/-- Conversely, for any finite set of points and any Hessian, if the DIIS weights are unique then
the points are affinely independent. -/
theorem affineIndependent_of_unique_diis (A : Matrix (Fin n) (Fin n) ℝ) (z : Fin n → ℝ)
    (x : ι → Fin n → ℝ) (h : ∃! c, IsDIIS A z x c) : AffineIndependent ℝ x := by
  obtain ⟨c, hc, huniq⟩ := h
  have hc1 : ∑ i, c i = 1 := hc.1
  rw [affineIndependent_iff_of_fintype]
  intro w hw hv i
  replace hv : ∑ i, w i • x i = 0 := by
    rw [Finset.weightedVSub_eq_linear_combination] at hv
    all_goals first | exact hv | exact hw
  -- adding an affine relation to the weights leaves the residual unchanged
  have hs : ∑ i, (c + w) i = 1 := by
    simp only [Pi.add_apply, Finset.sum_add_distrib, hc1, hw, add_zero]
  have hp : ∑ i, (c + w) i • x i = ∑ i, c i • x i := by
    simp only [Pi.add_apply, add_smul, Finset.sum_add_distrib, hv, add_zero]
  have hr : residual A z x (c + w) = residual A z x c := by
    unfold residual
    rw [weighted_grad A z x hs, weighted_grad A z x hc1, hp]
  have he : c + w = c := huniq (c + w) ⟨hs, fun d hd => by rw [hr]; exact hc.2 d hd⟩
  have hi := congrFun he i
  rw [Pi.add_apply] at hi
  linarith

end

end GeometryDIIS
```

```lean
#print axioms GeometryDIIS.energy_hasDerivAt
#print axioms GeometryDIIS.diis_finds_saddle
#print axioms GeometryDIIS.affineIndependent_of_unique_diis
```

```
'GeometryDIIS.energy_hasDerivAt' depends on axioms: [propext, Classical.choice, Quot.sound]
'GeometryDIIS.diis_finds_saddle' depends on axioms: [propext, Classical.choice, Quot.sound]
'GeometryDIIS.affineIndependent_of_unique_diis' depends on axioms: [propext, Classical.choice, Quot.sound]
```
